# For positive gaps and positive semidefinite couplings, averaging the inputs never puts the plasmon-formula energy below the configurational average

Q: In a random alloy, each arrangement of the atoms has its own excitation gaps and its own Coulomb couplings between excitations. I can compute a random-phase correlation energy for each arrangement and average, or average the gaps and couplings first and compute once. Does the shortcut err in a known direction?

A: Yes, its energy is never the lower of the two. Let $D$ be the diagonal matrix of gaps $d_i>0$ and $K$ the real, positive semidefinite coupling matrix. In direct RPA with real orbitals, the squared plasmon energies are the eigenvalues of $D^{1/2}(D+2K)D^{1/2}$, and

$$E(d,K)=\tfrac12\left(\mathrm{tr}\sqrt{D^{1/2}(D+2K)D^{1/2}}-\mathrm{tr}\,D-\mathrm{tr}\,K\right).$$

This is jointly concave in $(d,K)$.

Q: The root mixes $D$ and $K$ in a product. Where does concavity come from?

A: From writing the trace of the root as a maximum. Put $R=D^{1/2}$, $J=R^{-1}$, $M=D+2K$ and $S=\sqrt{RMR}$. Call a real matrix $X$ admissible if

$$\begin{pmatrix}D&X\\X^T&M\end{pmatrix}\succeq0 .$$

The choice $X=RSJ$ is admissible, because with $G=(R\;\;SJ)$

$$G^TG=\begin{pmatrix}R^2&RSJ\\JSR&JS^2J\end{pmatrix}=\begin{pmatrix}D&X\\X^T&M\end{pmatrix},$$

and its trace is $\mathrm{tr}\,S$.

Q: And no admissible $X$ does better?

A: Sandwich the block matrix between the stacked matrix $(P;-Q)$ and its transpose, then take the trace:

$$2\,\mathrm{tr}(P^TXQ)\le\mathrm{tr}(P^TDP)+\mathrm{tr}(Q^TMQ).$$

Let $T=\sqrt S$, which is invertible because $R$ and $M$ are. With $P=JT$ and $Q=RT^{-1}$,

$$P^TDP=T^2=S,\qquad Q^TMQ=T^{-1}S^2T^{-1}=S,$$

and $\mathrm{tr}(P^TXQ)=\mathrm{tr}(TJXRT^{-1})=\mathrm{tr}\,X$. Hence $\mathrm{tr}\,X\le\mathrm{tr}\,S$.

Now take optimal blocks $X$ for $(d,K)$ and $Y$ for $(e,L)$, with weights $a,b\ge0$, $a+b=1$. The weighted sum of the two block matrices is positive semidefinite, so $aX+bY$ is admissible for the mixture. The root trace of the mixture is therefore at least $a\,\mathrm{tr}\,X+b\,\mathrm{tr}\,Y$. The subtracted traces are linear, so $E$ is concave, and Jensen's inequality extends this to any finite number of configurations.

Q: Then show me that the Lean objects are these objects.

A: The finite type `n` labels the excitations, and `d : n → ℝ` is the gap vector.

```lean
import Mathlib

open Matrix
open scoped MatrixOrder

namespace PlasmonConfigurationalAverage

noncomputable section

variable {n : Type*} [Fintype n] [DecidableEq n]
```

`gapRoot d` is $R$.

```lean
/-- The square root `D^(1/2)` of the diagonal matrix of excitation gaps `d`. -/
def gapRoot (d : n → ℝ) : Matrix n n ℝ := diagonal fun i => √(d i)
```

The squared plasmon energies are the eigenvalues of `plasmonMatrix`, not in general its entries.

```lean
/-- The matrix `D^(1/2) (D + 2K) D^(1/2)` of squared plasmon energies. -/
def plasmonMatrix (d : n → ℝ) (K : Matrix n n ℝ) : Matrix n n ℝ :=
  gapRoot d * (diagonal d + (2 : ℝ) • K) * gapRoot d
```

`CFC.sqrt` is the positive matrix root, not an entrywise one. Any spin factor belongs inside `K`.

```lean
/-- The plasmon formula: half the difference between the trace of the root of the plasmon
matrix and the trace of `D + K`. -/
def plasmonEnergy (d : n → ℝ) (K : Matrix n n ℝ) : ℝ :=
  (trace (CFC.sqrt (plasmonMatrix d K)) - trace (diagonal d) - trace K) / 2
```

Q: Is `configurations` my list of atomic arrangements?

A: No, it is the set of all allowed pairs $(d,K)$. Positive gaps mean that every excitation costs energy, which excludes a closed gap. `PosSemidef` includes symmetry; it expresses that the Coulomb self-energy of any combination of transition densities is nonnegative.

```lean
/-- The configurations: positive gaps together with a positive semidefinite coupling. -/
def configurations (n : Type*) [Fintype n] : Set ((n → ℝ) × Matrix n n ℝ) :=
  {p | (∀ i, 0 < p.1 i) ∧ p.2.PosSemidef}
```

Q: What has to be secured before the maximum can be used?

A: That the root squares back to its matrix, and that the plasmon matrix is positive semidefinite. The second holds because it is $R^TMR$ with $M\succeq0$.

```lean
/-- A positive semidefinite real matrix has a positive semidefinite root that squares to it. -/
theorem sqrt_spec {A : Matrix n n ℝ} (hA : A.PosSemidef) :
    (CFC.sqrt A).PosSemidef ∧ CFC.sqrt A * CFC.sqrt A = A :=
  ⟨Matrix.nonneg_iff_posSemidef.mp (CFC.sqrt_nonneg A),
    CFC.sqrt_mul_sqrt_self A (Matrix.nonneg_iff_posSemidef.mpr hA)⟩

/-- For nonnegative gaps and positive semidefinite coupling the plasmon matrix is positive
semidefinite. -/
theorem plasmonMatrix_posSemidef {d : n → ℝ} {K : Matrix n n ℝ} (hd : ∀ i, 0 ≤ d i)
    (hK : K.PosSemidef) : (plasmonMatrix d K).PosSemidef := by
  have hA : (diagonal d + (2 : ℝ) • K).PosSemidef :=
    (posSemidef_diagonal_iff.mpr hd).add (hK.smul (by norm_num))
  have h := hA.conjTranspose_mul_mul_same (gapRoot d)
  have hR : (gapRoot d)ᴴ = gapRoot d := by
    rw [conjTranspose_eq_transpose_of_trivial, gapRoot, diagonal_transpose]
  rwa [hR] at h
```

Next comes the inequality with test matrices $P$ and $Q$. The code pads the stacked matrix with zero columns to make it square, and `linarith` rearranges the resulting trace.

```lean
omit [DecidableEq n] in
/-- If the block matrix with diagonal blocks `A`, `B` and cross block `X` is positive
semidefinite, then `X` is bounded by `A` and `B` in the trace, for all test matrices. -/
theorem cross_trace_le {A X B : Matrix n n ℝ} (h : (fromBlocks A X Xᵀ B).PosSemidef)
    (P Q : Matrix n n ℝ) :
    2 * trace (Pᵀ * X * Q) ≤ trace (Pᵀ * A * P) + trace (Qᵀ * B * Q) := by
  have h1 := (h.conjTranspose_mul_mul_same
    (fromBlocks P (0 : Matrix n n ℝ) (-Q) 0)).trace_nonneg
  have htr : ∀ E F G H : Matrix n n ℝ,
      trace (fromBlocks E F G H) = trace E + trace H := by
    intro E F G H
    simp [Matrix.trace, Fintype.sum_sum_type]
  have h2 : trace (Qᵀ * Xᵀ * P) = trace (Pᵀ * X * Q) := by
    rw [← trace_transpose]
    simp only [transpose_mul, transpose_transpose, Matrix.mul_assoc]
  rw [conjTranspose_eq_transpose_of_trivial, fromBlocks_transpose, fromBlocks_multiply,
    fromBlocks_multiply, htr] at h1
  simp only [transpose_zero, transpose_neg, Matrix.zero_mul, Matrix.mul_zero, add_zero,
    Matrix.add_mul, Matrix.neg_mul, Matrix.mul_neg, trace_add, trace_neg,
    trace_zero] at h1
  linarith
```

Q: Does the next theorem contain both halves of your maximum?

A: Yes. `IsGreatest` says that the value is attained and that it is an upper bound. The first branch builds $RSJ$ from $G^TG$. The second gets the invertibility of $T$ from determinants, and `e1`, `e2`, `e3` are the three evaluations above.

```lean
/-- For positive gaps and positive semidefinite coupling, the trace of the plasmon root is the
greatest trace of a cross block `X` that keeps the block matrix of `D`, `X` and `D + 2K`
positive semidefinite. -/
theorem trace_sqrt_isGreatest {d : n → ℝ} {K : Matrix n n ℝ} (hd : ∀ i, 0 < d i)
    (hK : K.PosSemidef) :
    IsGreatest {t : ℝ | ∃ X : Matrix n n ℝ,
      (fromBlocks (diagonal d) X Xᵀ (diagonal d + (2 : ℝ) • K)).PosSemidef ∧ trace X = t}
      (trace (CFC.sqrt (plasmonMatrix d K))) := by
  obtain ⟨hS, hSS⟩ := sqrt_spec (plasmonMatrix_posSemidef (fun i => (hd i).le) hK)
  have hM : (diagonal d + (2 : ℝ) • K).PosDef :=
    (PosDef.diagonal hd).add_posSemidef (hK.smul (by norm_num))
  have hRR : gapRoot d * gapRoot d = diagonal d := by
    rw [gapRoot, diagonal_mul_diagonal]
    congr 1
    funext i
    exact Real.mul_self_sqrt (hd i).le
  have hRt : (gapRoot d)ᵀ = gapRoot d := diagonal_transpose _
  obtain ⟨J, hJt, hRJ⟩ : ∃ J : Matrix n n ℝ, Jᵀ = J ∧ gapRoot d * J = 1 := by
    refine ⟨diagonal fun i => (√(d i))⁻¹, diagonal_transpose _, ?_⟩
    rw [gapRoot, diagonal_mul_diagonal, ← diagonal_one]
    congr 1
    funext i
    exact mul_inv_cancel₀ (Real.sqrt_pos.mpr (hd i)).ne'
  have hJR : J * gapRoot d = 1 := mul_eq_one_comm.mp hRJ
  rw [plasmonMatrix] at hSS hS ⊢
  generalize diagonal d + (2 : ℝ) • K = M at *
  generalize CFC.sqrt (gapRoot d * M * gapRoot d) = S at *
  generalize gapRoot d = R at *
  have hSt : Sᵀ = S := by
    rw [← conjTranspose_eq_transpose_of_trivial]; exact hS.isHermitian.eq
  constructor
  · -- the optimal cross block is `D^(1/2) S D^(-1/2)`
    refine ⟨R * S * J, ?_, ?_⟩
    · have h := posSemidef_conjTranspose_mul_self
        (fromBlocks R (S * J) (0 : Matrix n n ℝ) 0)
      have h4 : J * S * (S * J) = M := by
        calc J * S * (S * J) = J * (S * S) * J := by simp only [Matrix.mul_assoc]
          _ = (J * R) * M * (R * J) := by rw [hSS]; simp only [Matrix.mul_assoc]
          _ = M := by rw [hJR, hRJ, Matrix.one_mul, Matrix.mul_one]
      rw [conjTranspose_eq_transpose_of_trivial, fromBlocks_transpose,
        fromBlocks_multiply] at h
      simp only [transpose_zero, Matrix.zero_mul, add_zero, transpose_mul, hRt, hSt, hJt,
        hRR, h4] at h
      simpa only [transpose_mul, hRt, hSt, hJt, Matrix.mul_assoc] using h
    · rw [trace_mul_comm, ← Matrix.mul_assoc, hJR, Matrix.one_mul]
  · -- every other cross block is tested with the root `T` of `S`
    rintro _ ⟨X, hX, rfl⟩
    obtain ⟨hT, hTT⟩ := sqrt_spec hS
    generalize CFC.sqrt S = T at *
    have hTt : Tᵀ = T := by
      rw [← conjTranspose_eq_transpose_of_trivial]; exact hT.isHermitian.eq
    have hRdet : R.det ≠ 0 := by
      intro h0
      have h := congrArg det hRJ
      simp [det_mul, h0] at h
    have hTdet : T.det ≠ 0 := by
      intro h0
      have h := congrArg det hSS
      rw [← hTT] at h
      simp only [det_mul, h0, mul_zero] at h
      exact mul_ne_zero (mul_ne_zero hRdet hM.det_pos.ne') hRdet h.symm
    have hTI : T * T⁻¹ = 1 := mul_nonsing_inv T (isUnit_iff_ne_zero.mpr hTdet)
    have hIT : T⁻¹ * T = 1 := mul_eq_one_comm.mp hTI
    have hIt : (T⁻¹)ᵀ = T⁻¹ := by rw [transpose_nonsing_inv, hTt]
    have h := cross_trace_le hX (J * T) (R * T⁻¹)
    have e1 : (J * T)ᵀ * diagonal d * (J * T) = S := by
      calc (J * T)ᵀ * diagonal d * (J * T) = T * (J * R) * (R * J) * T := by
            rw [transpose_mul, hTt, hJt, ← hRR]; simp only [Matrix.mul_assoc]
        _ = S := by rw [hJR, hRJ, Matrix.mul_one, Matrix.mul_one, hTT]
    have e2 : trace ((J * T)ᵀ * X * (R * T⁻¹)) = trace X := by
      rw [trace_mul_comm, transpose_mul, hTt, hJt]
      calc trace (R * T⁻¹ * (T * J * X)) = trace (R * (T⁻¹ * T) * J * X) := by
            simp only [Matrix.mul_assoc]
        _ = trace X := by rw [hIT, Matrix.mul_one, hRJ, Matrix.one_mul]
    have e3 : (R * T⁻¹)ᵀ * M * (R * T⁻¹) = S := by
      calc (R * T⁻¹)ᵀ * M * (R * T⁻¹) = T⁻¹ * (R * M * R) * T⁻¹ := by
            rw [transpose_mul, hIt, hRt]; simp only [Matrix.mul_assoc]
        _ = (T⁻¹ * T) * (T * T) * (T * T⁻¹) := by
            rw [← hSS, ← hTT]; simp only [Matrix.mul_assoc]
        _ = S := by rw [hIT, hTI, Matrix.one_mul, Matrix.mul_one, hTT]
    rw [e1, e2, e3] at h
    linarith
```

For concavity, `hconv` checks that mixtures stay in the allowed set, and `hZ` is the admissibility of $aX+bY$.

```lean
/-- The plasmon-formula correlation energy is jointly concave in the positive gaps and the
positive semidefinite coupling. -/
theorem plasmonEnergy_concaveOn :
    ConcaveOn ℝ (configurations n) (fun p => plasmonEnergy p.1 p.2) := by
  have hconv : Convex ℝ (configurations n) := by
    rintro ⟨d, K⟩ ⟨hd, hK⟩ ⟨e, L⟩ ⟨he, hL⟩ a b ha hb hab
    exact ⟨fun i => (convex_Ioi (0 : ℝ)) (hd i) (he i) ha hb hab,
      (hK.smul ha).add (hL.smul hb)⟩
  refine ⟨hconv, ?_⟩
  rintro ⟨d, K⟩ h1 ⟨e, L⟩ h2 a b ha hb hab
  have hm := hconv h1 h2 ha hb hab
  obtain ⟨X, hX, tX⟩ := (trace_sqrt_isGreatest h1.1 h1.2).1
  obtain ⟨Y, hY, tY⟩ := (trace_sqrt_isGreatest h2.1 h2.2).1
  dsimp only at hX hY tX tY
  have hD : diagonal (a • d + b • e) = a • diagonal d + b • diagonal e := by
    ext i j
    rcases eq_or_ne i j with rfl | hij
    · simp
    · simp [hij]
  -- mixing the cross blocks gives an admissible cross block of the mixture
  have hZ : (fromBlocks (diagonal (a • d + b • e)) (a • X + b • Y) (a • X + b • Y)ᵀ
      (diagonal (a • d + b • e) + (2 : ℝ) • (a • K + b • L))).PosSemidef := by
    convert (hX.smul ha).add (hY.smul hb) using 1
    rw [fromBlocks_smul, fromBlocks_smul, fromBlocks_add, fromBlocks_inj, hD]
    refine ⟨rfl, rfl, ?_, ?_⟩
    · rw [transpose_add, transpose_smul, transpose_smul]
    · module
  have h : trace (a • X + b • Y) ≤
      trace (CFC.sqrt (plasmonMatrix (a • d + b • e) (a • K + b • L))) :=
    (trace_sqrt_isGreatest hm.1 hm.2).2 ⟨_, hZ, rfl⟩
  rw [trace_add, trace_smul, trace_smul, tX, tY, smul_eq_mul, smul_eq_mul] at h
  change a * plasmonEnergy d K + b * plasmonEnergy e L ≤
    plasmonEnergy (a • d + b • e) (a • K + b • L)
  simp only [plasmonEnergy, hD, trace_add, trace_smul, smul_eq_mul]
  linarith
```

Q: Now the alloy statement itself.

A: `s` is the finite set of arrangements $c$, with weights $w_c\ge0$ summing to one. The left side averages the energies; the right side is the energy of the averaged inputs. The proof is Jensen's inequality, `le_map_sum`.

```lean
/-- A virtual crystal with averaged gaps and couplings has a correlation energy no lower than
the average over the configurations, for positive gaps, positive semidefinite couplings and
nonnegative weights of sum one. -/
theorem average_le_virtualCrystal {ι : Type*} (s : Finset ι) (w : ι → ℝ)
    (d : ι → n → ℝ) (K : ι → Matrix n n ℝ) (hw : ∀ c ∈ s, 0 ≤ w c)
    (hw1 : ∑ c ∈ s, w c = 1) (hd : ∀ c ∈ s, ∀ i, 0 < d c i)
    (hK : ∀ c ∈ s, (K c).PosSemidef) :
    ∑ c ∈ s, w c * plasmonEnergy (d c) (K c) ≤
      plasmonEnergy (∑ c ∈ s, w c • d c) (∑ c ∈ s, w c • K c) := by
  have h := plasmonEnergy_concaveOn.le_map_sum (p := fun c => (d c, K c)) hw hw1
    (fun c hc => ⟨hd c hc, hK c hc⟩)
  simpa only [Prod.fst_sum, Prod.snd_sum, Prod.smul_fst, Prod.smul_snd, smul_eq_mul] using h
```

Q: My virtual crystal averages atomic potentials. Is that the same thing?

A: Not in general, and that is the step you must justify. Here "virtual crystal" means averaged gaps and couplings, in one common labelling of the excitations. Averaged potentials give new orbitals, whose gaps and couplings need not be those averages. For alloy calculations, the result thus fixes the sign of the averaging error only in the direct-RPA correlation energy, with finitely many excitations and inputs averaged in this way.

Q: Can the error vanish?

A: It does if the configurations differ only by an overall energy scale, since $E(td,tK)=tE(d,K)$ for $t\ge0$. The proof checks that $t$ times the old root squares to the new plasmon matrix, then uses uniqueness of the positive root.

```lean
/-- Scaling nonnegative gaps and a positive semidefinite coupling by a common factor `t ≥ 0`
scales the correlation energy by `t`. -/
theorem plasmonEnergy_smul {d : n → ℝ} {K : Matrix n n ℝ} {t : ℝ} (ht : 0 ≤ t)
    (hd : ∀ i, 0 ≤ d i) (hK : K.PosSemidef) :
    plasmonEnergy (t • d) (t • K) = t * plasmonEnergy d K := by
  obtain ⟨hS, hSS⟩ := sqrt_spec (plasmonMatrix_posSemidef hd hK)
  have hR : gapRoot (t • d) = √t • gapRoot d := by
    rw [gapRoot, gapRoot, ← diagonal_smul]
    congr 1
    funext i
    simp [Real.sqrt_mul ht]
  have hA : t • diagonal d + (2 : ℝ) • t • K = t • (diagonal d + (2 : ℝ) • K) := by module
  have hM : (t • CFC.sqrt (plasmonMatrix d K)) * (t • CFC.sqrt (plasmonMatrix d K)) =
      plasmonMatrix (t • d) (t • K) := by
    rw [Matrix.smul_mul, Matrix.mul_smul, hSS, plasmonMatrix, plasmonMatrix, hR,
      diagonal_smul, hA]
    simp only [Matrix.smul_mul, Matrix.mul_smul, smul_smul]
    congr 1
    linear_combination (-t) * Real.mul_self_sqrt ht
  have hroot := CFC.sqrt_unique hM (Matrix.nonneg_iff_posSemidef.mpr (hS.smul ht))
  rw [plasmonEnergy, plasmonEnergy, hroot, diagonal_smul]
  simp only [trace_smul, smul_eq_mul]
  ring
```

For uncoupled modes, where $K$ is diagonal with entries $k_i\ge0$, the same uniqueness gives a closed formula.

```lean
/-- For a diagonal coupling `k ≥ 0` and gaps `d ≥ 0` the correlation energy is a sum over
independent modes. -/
theorem plasmonEnergy_diagonal {d k : n → ℝ} (hd : ∀ i, 0 ≤ d i) (hk : ∀ i, 0 ≤ k i) :
    plasmonEnergy d (diagonal k) =
      (∑ i, √(d i * (d i + 2 * k i)) - ∑ i, d i - ∑ i, k i) / 2 := by
  have hM : (diagonal fun i => √(d i * (d i + 2 * k i))) *
      (diagonal fun i => √(d i * (d i + 2 * k i))) = plasmonMatrix d (diagonal k) := by
    rw [plasmonMatrix, gapRoot, ← diagonal_smul, diagonal_add, diagonal_mul_diagonal,
      diagonal_mul_diagonal, diagonal_mul_diagonal]
    congr 1
    funext i
    have h1 := hd i
    have h2 := hk i
    have h3 : 0 ≤ d i * (d i + 2 * k i) := by positivity
    simp only [Pi.smul_apply, smul_eq_mul]
    linear_combination Real.mul_self_sqrt h3 - (d i + 2 * k i) * Real.mul_self_sqrt h1
  have hroot := CFC.sqrt_unique hM (Matrix.nonneg_iff_posSemidef.mpr
    (posSemidef_diagonal_iff.mpr fun i => Real.sqrt_nonneg _))
  rw [plasmonEnergy, hroot, trace_diagonal, trace_diagonal, trace_diagonal]
```

Q: And can the error be nonzero?

A: Take one mode of gap 1 and couplings 0 and 4 with equal weights. The energies are $0$ and $-1$, with average $-\tfrac12$. The averaged coupling 2 gives $(\sqrt5-3)/2\approx-0.38$, which is higher. The code needs only $\sqrt9=3$ and $\sqrt5>2$.

```lean
/-- For one mode of gap 1, the virtual crystal with coupling 2 lies strictly above the equal
average of the configurations with couplings 0 and 4. -/
theorem virtualCrystal_strict :
    (1 / 2) * plasmonEnergy (fun _ : Fin 1 => 1) (diagonal fun _ => 0) +
      (1 / 2) * plasmonEnergy (fun _ : Fin 1 => 1) (diagonal fun _ => 4) <
      plasmonEnergy (fun _ : Fin 1 => 1) (diagonal fun _ => 2) := by
  rw [plasmonEnergy_diagonal (by norm_num) (by norm_num),
    plasmonEnergy_diagonal (by norm_num) (by norm_num),
    plasmonEnergy_diagonal (by norm_num) (by norm_num)]
  have h9 : √(9 : ℝ) = 3 := by
    rw [show (9 : ℝ) = 3 ^ 2 by norm_num]; exact Real.sqrt_sq (by norm_num)
  have h5 : (2 : ℝ) < √5 := Real.lt_sqrt_of_sq_lt (by norm_num)
  norm_num [h9]
  linarith

end

end PlasmonConfigurationalAverage
```

```lean
#print axioms PlasmonConfigurationalAverage.plasmonEnergy_concaveOn
#print axioms PlasmonConfigurationalAverage.average_le_virtualCrystal
#print axioms PlasmonConfigurationalAverage.plasmonEnergy_smul
#print axioms PlasmonConfigurationalAverage.virtualCrystal_strict
```

```
'PlasmonConfigurationalAverage.plasmonEnergy_concaveOn' depends on axioms: [propext, Classical.choice, Quot.sound]
'PlasmonConfigurationalAverage.average_le_virtualCrystal' depends on axioms: [propext, Classical.choice, Quot.sound]
'PlasmonConfigurationalAverage.plasmonEnergy_smul' depends on axioms: [propext, Classical.choice, Quot.sound]
'PlasmonConfigurationalAverage.virtualCrystal_strict' depends on axioms: [propext, Classical.choice, Quot.sound]
```

Q: Suppose I extrapolate beyond the sampled compositions, so that one weight is negative but the sum is still one.

A: Then the inequality can fail. In the same mode, give coupling 4 the weight 2 and coupling 0 the weight $-1$. The weighted energy is $2\cdot(-1)-0=-2$. The combined coupling is 8, still allowed, and its energy is $(\sqrt{17}-9)/2\approx-2.44$, which is lower. Weights that sum to one are therefore not enough without a condition on their signs.
